# The quadratic Casimir operator of N d-level sites commutes with every collective generator

For `N` sites with `d` levels each, the collective generator E_ab is the sum over sites of the matrix unit taking level b to level a. The declaration `casimir_comm_generator` states that the quadratic Casimir operator, the sum over a and b of E_ab E_ba, commutes with every E_ce. The operators act on all complex functions of the finitely many configurations, with no normalisation or exchange symmetry imposed, and no Hamiltonian enters. The attempt writes the commutator of the Casimir operator with E_ce as a sum of terms that each contain a commutator of two generators, then puts in the known commutation relations and cancels the resulting sums.

An attempt in Lean 4 with a fault in it:

```lean
import Mathlib

open Finset

namespace UnitaryGroupCasimir

noncomputable section

variable {N d : ℕ}

/-- Wavefunctions of `N` sites with `d` levels each: one complex amplitude per configuration. -/
abbrev States (N d : ℕ) := (Fin N → Fin d) → ℂ

/-- The matrix unit `e_ab` acting on site `i`: it takes level `b` to level `a` there. -/
def siteUnit (i : Fin N) (a b : Fin d) : Module.End ℂ (States N d) where
  toFun ψ s := if s i = a then ψ (Function.update s i b) else 0
  map_add' φ ψ := by
    funext s
    by_cases h : s i = a <;> simp [h]
  map_smul' c ψ := by
    funext s
    by_cases h : s i = a <;> simp [h]

/-- The collective generator `E_ab`, the sum over sites of the matrix unit `e_ab`. -/
def generator (N : ℕ) (a b : Fin d) : Module.End ℂ (States N d) :=
  ∑ i, siteUnit i a b

/-- The quadratic Casimir operator, the sum over `a, b` of `E_ab E_ba`. -/
def casimir (N d : ℕ) : Module.End ℂ (States N d) :=
  ∑ a, ∑ b, generator N a b * generator N b a

lemma siteUnit_apply (i : Fin N) (a b : Fin d) (ψ : States N d) (s : Fin N → Fin d) :
    siteUnit i a b ψ s = if s i = a then ψ (Function.update s i b) else 0 := rfl

/-- On one site the matrix units multiply as `e_ab e_ce = δ_bc e_ae`. -/
theorem siteUnit_mul_same (i : Fin N) (a b c e : Fin d) :
    siteUnit i a b * siteUnit i c e = if b = c then siteUnit i a e else 0 := by
  refine LinearMap.ext fun ψ => funext fun s => ?_
  by_cases h : b = c <;> by_cases h' : s i = a <;>
    simp [Module.End.mul_apply, siteUnit_apply, h, h']

/-- Matrix units on different sites commute. -/
theorem siteUnit_comm {i j : Fin N} (hij : i ≠ j) (a b c e : Fin d) :
    siteUnit i a b * siteUnit j c e = siteUnit j c e * siteUnit i a b := by
  refine LinearMap.ext fun ψ => funext fun s => ?_
  have hu : Function.update (Function.update s i b) j e
      = Function.update (Function.update s j e) i b := Function.update_comm hij b e s
  by_cases h : s i = a <;> by_cases h' : s j = c <;>
    simp [Module.End.mul_apply, siteUnit_apply, h, h', hij, hij.symm, hu]

/-- The collective generators obey `[E_ab, E_ce] = δ_bc E_ae - δ_ea E_cb`. -/
theorem generator_commutator (a b c e : Fin d) :
    generator N a b * generator N c e - generator N c e * generator N a b
      = (if b = c then generator N a e else 0) - (if e = a then generator N c b else 0) := by
  have h2 : generator N c e * generator N a b
      = ∑ i, ∑ j, siteUnit j c e * siteUnit i a b := by
    simp only [generator, Finset.sum_mul_sum]
    exact Finset.sum_comm
  -- different sites commute, so only j = i survives
  have hi : ∀ i : Fin N,
      ∑ j, (siteUnit i a b * siteUnit j c e - siteUnit j c e * siteUnit i a b)
        = (if b = c then siteUnit i a e else 0) - (if e = a then siteUnit i c b else 0) := by
    intro i
    rw [Finset.sum_eq_single i]
    · rw [siteUnit_mul_same, siteUnit_mul_same]
    · intro j _ hj
      rw [siteUnit_comm hj.symm, sub_self]
    · simp
  rw [h2]
  simp only [generator, Finset.sum_mul_sum, ← Finset.sum_sub_distrib, hi]
  rw [Finset.sum_sub_distrib]
  by_cases h : b = c <;> by_cases h' : e = a <;> simp [h, h']

/-- The Casimir operator commutes with every collective generator. -/
theorem casimir_comm_generator (c e : Fin d) :
    casimir N d * generator N c e = generator N c e * casimir N d := by
  rw [← sub_eq_zero]
  have h : casimir N d * generator N c e - generator N c e * casimir N d
      = ∑ a, ∑ b, (generator N a b
            * (generator N b a * generator N c e - generator N c e * generator N b a)
          + (generator N a b * generator N c e - generator N c e * generator N a b)
            * generator N b a) := by
    simp only [casimir, Finset.sum_mul, Finset.mul_sum, ← Finset.sum_sub_distrib]
    refine Finset.sum_congr rfl fun a _ => Finset.sum_congr rfl fun b _ => ?_
    noncomm_ring
  rw [h]
  -- the four contracted sums cancel in pairs
  simp only [generator_commutator, mul_sub, sub_mul, mul_ite, ite_mul, mul_zero, zero_mul,
    Finset.sum_add_distrib, Finset.sum_sub_distrib, Finset.sum_ite_irrel,
    Finset.sum_const_zero, Finset.sum_ite_eq, Finset.sum_ite_eq', mem_univ, if_true]
  abel

end

end UnitaryGroupCasimir
```

The compiler's answer:

```
Main.lean:82:34: error: unsolved goals
N d : ℕ
c e a : Fin d
x✝¹ : a ∈ univ
b : Fin d
x✝ : b ∈ univ
⊢ generator N a b * (generator N b a * generator N c e) + -1 • (generator N c e * (generator N a b * generator N b a)) =
    generator N a b * (generator N b a * generator N c e) +
      (generator N a b * -1 • (generator N c e * generator N b a) +
        (generator N a b * (generator N c e * generator N b a) +
          -1 • (generator N c e * generator N a b) * generator N b a))
```

Cause. The error is in the auxiliary identity `h`, at the step that should show, for each a and b, that [E_ab E_ba, E_ce] = E_ab [E_ba, E_ce] + [E_ab, E_ce] E_ba. The goal printed is what `noncomm_ring` left unproved. It is true, but subtraction has become the scalar `-1 •`, and on the right-hand side two of these scalars are stuck inside products. One keeps the two E_ab E_ce E_ba terms from cancelling; the other keeps the last term from matching its counterpart on the left.

The repair replaces `noncomm_ring` with two steps. `simp only [mul_sub, sub_mul, mul_assoc]` multiplies out the differences, so that the minus signs stand between whole products, and brackets every product to the right. Equal products are then written identically, and what remains is an identity of sums and differences, which `abel` proves by cancelling the E_ab E_ce E_ba terms.

Fix (accepted with no message):

```diff
@@ -83,5 +83,6 @@
     simp only [casimir, Finset.sum_mul, Finset.mul_sum, ← Finset.sum_sub_distrib]
     refine Finset.sum_congr rfl fun a _ => Finset.sum_congr rfl fun b _ => ?_
-    noncomm_ring
+    simp only [mul_sub, sub_mul, mul_assoc]
+    abel
   rw [h]
   -- the four contracted sums cancel in pairs
```
